# With Kohn–Sham response −a q², bounded kernels give the RPA dielectric constant and −c/q² kernels with 0 < c < 1/a give a larger one

In atomic units and without local-field effects, take the static Kohn–Sham response χ(q) = −a q² with a > 0 at wavenumber q: its product with a constant exchange-correlation kernel vanishes as q → 0, but its product with the kernel −c/q² is the number ca at every q > 0. That surviving number changes the dielectric constant from 1 + 4πa, the value in the random-phase approximation (RPA), to 1 + 4πa/(1 − ca), which is larger when 0 < c < 1/a.

```lean
import Mathlib

open Filter
open scoped Real Topology

namespace LongRangeKernelDielectric

noncomputable section

/-- The dielectric function `1 - (4π/q²) χ/(1 - f χ)` for Kohn-Sham response `chi` and
exchange-correlation kernel `f`, meant for `q ≠ 0` and `f q * chi q ≠ 1`. -/
def dielectric (chi f : ℝ → ℝ) (q : ℝ) : ℝ :=
  1 - 4 * π / q ^ 2 * (chi q / (1 - f q * chi q))

/-- The response vanishes quadratically at long wavelength: `χ(q)/q² → -a` as `q → 0⁺`. -/
def QuadraticResponse (chi : ℝ → ℝ) (a : ℝ) : Prop :=
  Tendsto (fun q => chi q / q ^ 2) (𝓝[>] 0) (𝓝 (-a))

/-- The long-range kernel `-c/q²`, meant for `q ≠ 0`. -/
def longRangeKernel (c q : ℝ) : ℝ := -c / q ^ 2

/-- The kernel strength `1/a - 4π/(L - 1)` assigned to a response coefficient `a ≠ 0` and a
dielectric constant `L ≠ 1`. -/
def kernelStrength (a L : ℝ) : ℝ := 1 / a - 4 * π / (L - 1)

/-- For `q ≠ 0` the dielectric function depends on response and kernel only through
`χ/q²` and `q² f`. -/
theorem dielectric_eq (chi f : ℝ → ℝ) {q : ℝ} (hq : q ≠ 0) :
    dielectric chi f q =
      1 - 4 * π * (chi q / q ^ 2) / (1 - q ^ 2 * f q * (chi q / q ^ 2)) := by
  have h : q ^ 2 * f q * (chi q / q ^ 2) = f q * chi q := by field_simp
  rw [h]
  unfold dielectric
  ring

/-- If `χ/q² → -a` and `q² f → -c` with `c a ≠ 1`, the dielectric function tends to
`1 + 4πa/(1 - ca)` as `q → 0⁺`. -/
theorem tendsto_dielectric {chi f : ℝ → ℝ} {a c : ℝ} (hchi : QuadraticResponse chi a)
    (hf : Tendsto (fun q => q ^ 2 * f q) (𝓝[>] 0) (𝓝 (-c))) (hca : c * a ≠ 1) :
    Tendsto (dielectric chi f) (𝓝[>] 0) (𝓝 (1 + 4 * π * a / (1 - c * a))) := by
  have hx : Tendsto (fun q => chi q / q ^ 2) (𝓝[>] 0) (𝓝 (-a)) := hchi
  have hden : Tendsto (fun q => 1 - q ^ 2 * f q * (chi q / q ^ 2)) (𝓝[>] 0)
      (𝓝 (1 - (-c) * (-a))) := tendsto_const_nhds.sub (hf.mul hx)
  have hne : 1 - (-c) * (-a) ≠ 0 := fun h => hca (by linear_combination -h)
  have h : Tendsto (fun q => 1 - 4 * π * (chi q / q ^ 2) /
      (1 - q ^ 2 * f q * (chi q / q ^ 2))) (𝓝[>] 0)
      (𝓝 (1 - 4 * π * (-a) / (1 - (-c) * (-a)))) :=
    tendsto_const_nhds.sub ((hx.const_mul (4 * π)).div hden hne)
  have hlim : 1 - 4 * π * (-a) / (1 - (-c) * (-a)) = 1 + 4 * π * a / (1 - c * a) := by
    rw [neg_mul_neg]
    ring
  rw [← hlim]
  refine h.congr' ?_
  filter_upwards [self_mem_nhdsWithin] with q hq
  exact (dielectric_eq chi f (Set.mem_Ioi.mp hq).ne').symm

/-- A kernel that stays bounded as `q → 0⁺` gives the RPA dielectric constant `1 + 4πa`
when `χ/q² → -a`. -/
theorem bounded_kernel_limit {chi f : ℝ → ℝ} {a B : ℝ} (hchi : QuadraticResponse chi a)
    (hB : ∀ᶠ q in 𝓝[>] 0, |f q| ≤ B) :
    Tendsto (dielectric chi f) (𝓝[>] 0) (𝓝 (1 + 4 * π * a)) := by
  have hq : Tendsto (fun q : ℝ => q ^ 2 * B) (𝓝[>] 0) (𝓝 0) := by
    have h : Tendsto (fun q : ℝ => q ^ 2 * B) (𝓝 0) (𝓝 ((0 : ℝ) ^ 2 * B)) :=
      (by fun_prop : Continuous fun q : ℝ => q ^ 2 * B).tendsto 0
    rw [show (0 : ℝ) ^ 2 * B = 0 by ring] at h
    exact h.mono_left nhdsWithin_le_nhds
  -- the factor q² suppresses any bounded kernel
  have hf : Tendsto (fun q => q ^ 2 * f q) (𝓝[>] 0) (𝓝 0) := by
    refine squeeze_zero_norm' ?_ hq
    filter_upwards [hB] with q hb
    rw [Real.norm_eq_abs, abs_mul, abs_of_nonneg (sq_nonneg q)]
    exact mul_le_mul_of_nonneg_left hb (sq_nonneg q)
  have h := tendsto_dielectric (c := 0) hchi (by rw [neg_zero]; exact hf) (by simp)
  simpa using h

/-- The kernel `-c/q²` with `c a ≠ 1` gives the dielectric constant `1 + 4πa/(1 - ca)`
when `χ/q² → -a`. -/
theorem long_range_limit {chi : ℝ → ℝ} {a c : ℝ} (hchi : QuadraticResponse chi a)
    (hca : c * a ≠ 1) :
    Tendsto (dielectric chi (longRangeKernel c)) (𝓝[>] 0)
      (𝓝 (1 + 4 * π * a / (1 - c * a))) := by
  refine tendsto_dielectric hchi ?_ hca
  refine tendsto_const_nhds.congr' ?_
  filter_upwards [self_mem_nhdsWithin] with q hq
  have hq0 : q ≠ 0 := (Set.mem_Ioi.mp hq).ne'
  unfold longRangeKernel
  field_simp

/-- For `χ = -a q²` with `a > 0`, every kernel bounded near `q = 0` gives the RPA limit
`1 + 4πa`, while `-c/q²` with `0 < c < 1/a` gives the larger limit `1 + 4πa/(1 - ca)`. -/
theorem rpa_versus_long_range {a c : ℝ} (ha : 0 < a) (hc : 0 < c) (hca : c < 1 / a) :
    (∀ (f : ℝ → ℝ) (B : ℝ), (∀ᶠ q in 𝓝[>] 0, |f q| ≤ B) →
      Tendsto (dielectric (fun q => -a * q ^ 2) f) (𝓝[>] 0) (𝓝 (1 + 4 * π * a))) ∧
    Tendsto (dielectric (fun q => -a * q ^ 2) (longRangeKernel c)) (𝓝[>] 0)
      (𝓝 (1 + 4 * π * a / (1 - c * a))) ∧
    1 + 4 * π * a < 1 + 4 * π * a / (1 - c * a) := by
  have hchi : QuadraticResponse (fun q => -a * q ^ 2) a := by
    refine tendsto_const_nhds.congr' ?_
    filter_upwards [self_mem_nhdsWithin] with q hq
    have hq0 : q ≠ 0 := (Set.mem_Ioi.mp hq).ne'
    field_simp
  have h1 : c * a < 1 := (lt_div_iff₀ ha).mp hca
  refine ⟨fun f B hB => bounded_kernel_limit hchi hB, long_range_limit hchi h1.ne, ?_⟩
  have hd : 0 < 1 - c * a := by linarith
  have hpos : 0 < 4 * π * a * (c * a) := by positivity
  have h2 : 4 * π * a < 4 * π * a / (1 - c * a) := by
    rw [lt_div_iff₀ hd]
    nlinarith [hpos]
  linarith

/-- Converse: if `χ/q² → -a` with `a ≠ 0` and the dielectric function tends to `L ≠ 1`, then
`q² f(q)` tends to `-(1/a - 4π/(L - 1))`. -/
theorem kernel_of_dielectric_limit {chi f : ℝ → ℝ} {a L : ℝ} (hchi : QuadraticResponse chi a)
    (ha : a ≠ 0) (hL : L ≠ 1) (h : Tendsto (dielectric chi f) (𝓝[>] 0) (𝓝 L)) :
    Tendsto (fun q => q ^ 2 * f q) (𝓝[>] 0) (𝓝 (-kernelStrength a L)) := by
  -- the dielectric formula solved for y = q² f, with x = χ/q²
  have key : ∀ x y : ℝ, x ≠ 0 → 1 - 4 * π * x / (1 - y * x) ≠ 1 →
      x⁻¹ + 4 * π / (1 - 4 * π * x / (1 - y * x) - 1) = y := by
    intro x y hx he
    have hD : 1 - y * x ≠ 0 := fun h0 => he (by rw [h0]; simp)
    have hpi := Real.pi_ne_zero
    have h1 : 1 - 4 * π * x / (1 - y * x) - 1 = -(4 * π * x / (1 - y * x)) := by ring
    have h2 : 4 * π / (-(4 * π * x / (1 - y * x))) = -(1 - y * x) / x := by field_simp
    have h3 : x⁻¹ + -(1 - y * x) / x = y * (x * x⁻¹) := by ring
    rw [h1, h2, h3, mul_inv_cancel₀ hx, mul_one]
  have hx : Tendsto (fun q => chi q / q ^ 2) (𝓝[>] 0) (𝓝 (-a)) := hchi
  have hlim : Tendsto (fun q => (chi q / q ^ 2)⁻¹ + 4 * π / (dielectric chi f q - 1))
      (𝓝[>] 0) (𝓝 ((-a)⁻¹ + 4 * π / (L - 1))) :=
    (hx.inv₀ (neg_ne_zero.mpr ha)).add
      (tendsto_const_nhds.div (h.sub_const 1) (sub_ne_zero.mpr hL))
  have hval : (-a)⁻¹ + 4 * π / (L - 1) = -kernelStrength a L := by
    unfold kernelStrength
    rw [inv_neg]
    ring
  rw [← hval]
  refine hlim.congr' ?_
  filter_upwards [self_mem_nhdsWithin, hx.eventually_ne (neg_ne_zero.mpr ha),
    h.eventually_ne hL] with q hq hxq heq
  rw [dielectric_eq chi f (Set.mem_Ioi.mp hq).ne'] at heq ⊢
  exact key _ _ hxq heq

/-- If `χ/q² → -a` with `a > 0`, any dielectric constant `L` above the RPA value `1 + 4πa` is
reproduced by the kernel `-c/q²` with `c = 1/a - 4π/(L - 1)`, and this `c` lies between
`0` and `1/a`. -/
theorem long_range_kernel_matches {chi : ℝ → ℝ} {a L : ℝ} (hchi : QuadraticResponse chi a)
    (ha : 0 < a) (hL : 1 + 4 * π * a < L) :
    0 < kernelStrength a L ∧ kernelStrength a L < 1 / a ∧
    Tendsto (dielectric chi (longRangeKernel (kernelStrength a L))) (𝓝[>] 0) (𝓝 L) := by
  have hp : 0 < 4 * π * a := by positivity
  have hL1 : 0 < L - 1 := by linarith
  have hk : 1 - kernelStrength a L * a = 4 * π * a / (L - 1) := by
    have h : kernelStrength a L * a = a * a⁻¹ - 4 * π * a / (L - 1) := by
      unfold kernelStrength
      ring
    rw [h, mul_inv_cancel₀ ha.ne']
    ring
  have hkpos : 0 < 4 * π * a / (L - 1) := div_pos hp hL1
  refine ⟨?_, ?_, ?_⟩
  · have h : 4 * π / (L - 1) < 1 / a := by
      rw [div_lt_div_iff₀ hL1 ha]
      linarith
    unfold kernelStrength
    linarith
  · have h : 0 < 4 * π / (L - 1) := by positivity
    unfold kernelStrength
    linarith
  · have hne : kernelStrength a L * a ≠ 1 := by
      intro h
      linarith
    have h := long_range_limit hchi hne
    have hne1 : L - 1 ≠ 0 := hL1.ne'
    have hpi := Real.pi_ne_zero
    have hval : 4 * π * a / (4 * π * a / (L - 1)) = L - 1 := by field_simp
    rw [hk, hval, add_sub_cancel] at h
    exact h

end

end LongRangeKernelDielectric
```

```lean
#print axioms LongRangeKernelDielectric.bounded_kernel_limit
#print axioms LongRangeKernelDielectric.rpa_versus_long_range
#print axioms LongRangeKernelDielectric.kernel_of_dielectric_limit
#print axioms LongRangeKernelDielectric.long_range_kernel_matches
```

```
'LongRangeKernelDielectric.bounded_kernel_limit' depends on axioms: [propext, Classical.choice, Quot.sound]
'LongRangeKernelDielectric.rpa_versus_long_range' depends on axioms: [propext, Classical.choice, Quot.sound]
'LongRangeKernelDielectric.kernel_of_dielectric_limit' depends on axioms: [propext, Classical.choice, Quot.sound]
'LongRangeKernelDielectric.long_range_kernel_matches' depends on axioms: [propext, Classical.choice, Quot.sound]
```

## Two kernels, two limits

The theorem `rpa_versus_long_range` concerns the function

ε(q) = 1 − (4π/q²) χ(q)/(1 − f(q) χ(q)),

written `dielectric chi f q` in the code, where f is the exchange-correlation kernel. For χ(q) = −a q², a > 0 and 0 < c < 1/a, it states three things:

- If |f(q)| ≤ B for some number B and all sufficiently small q > 0, then ε(q) → 1 + 4πa.
- If f(q) = −c/q², then ε(q) → 1 + 4πa/(1 − ca).
- The second limit is strictly larger than the first.

For example, if 4πa = 1 and ca = 1/2, the two limits are 2 and 3.

The notation `𝓝[>] 0` means that q approaches zero through positive values. `Tendsto` expresses the limit, and `∀ᶠ q in 𝓝[>] 0` means "for all q in some interval (0, δ)". The kernel may therefore do anything at larger q, and its value at q = 0 plays no part.

The limits themselves hold for more general responses. `QuadraticResponse chi a` requires only χ(q)/q² → −a, so corrections of higher order in q are allowed. Under this condition `bounded_kernel_limit` gives the RPA value for every kernel bounded near zero, and `long_range_limit` gives 1 + 4πa/(1 − ca) whenever ca ≠ 1. Neither needs a sign for a or c; the signs matter for the comparison.

Two further theorems go from the dielectric constant back to the kernel. Suppose ε(q) tends to a number L ≠ 1, and a ≠ 0. Then `kernel_of_dielectric_limit` says that q² f(q) must tend to −c, with

c = 1/a − 4π/(L − 1).

This number is `kernelStrength a L`. It fixes the coefficient of the 1/q² part of f and leaves less singular terms free, such as a constant or a multiple of 1/q. In the other direction, `long_range_kernel_matches` says that for a > 0 every L above 1 + 4πa is reached by the kernel −c/q² with this same c, which then lies strictly between 0 and 1/a.

## A gapped system with a single response component

The formula for ε is the one used in linear-response time-dependent density functional theory, in atomic units, where the Coulomb interaction is v(q) = 4π/q². The interacting density response is χ/(1 − (v + f)χ), and the inverse dielectric function is one plus v times that response:

1/ε = 1 + vχ/(1 − (v + f)χ) = (1 − fχ)/(1 − (v + f)χ).

Inverting this gives ε = 1 − vχ/(1 − fχ), the expression in `dielectric`. The code takes this expression as its definition and does not derive it from a many-electron Hamiltonian. Setting f = 0 gives the RPA.

The condition χ(q)/q² → −a with a > 0 stands for the static response of a Kohn–Sham system with an energy gap, whose electrons polarise under a slowly varying field but do not screen it completely. The constant a measures the polarisability of the Kohn–Sham system. The constant c measures the strength of a long-range exchange-correlation contribution. Both are inputs here, and no particular density functional is shown to produce them. As c approaches 1/a from below, the dielectric constant grows without bound.

The response and the kernel are real functions of one real variable. This describes a static, isotropic situation in which a perturbation at wavenumber q produces a density change only at that same q. In a crystal, χ and f are matrices in the reciprocal lattice vectors, and the macroscopic dielectric constant involves a matrix inversion that this scalar model leaves out. Frequency dependence and absorption are also absent.

For electronic structure, the result says that in this scalar static model an exchange-correlation kernel that stays finite at long wavelength cannot correct an error in the RPA dielectric constant, whereas a 1/q² term can.

## Why only χ/q² and q² f matter

As q → 0 the Coulomb factor 4π/q² diverges while χ vanishes. It helps to pair the factors so that each combination stays finite. Put

x = χ(q)/q², y = q² f(q).

For q ≠ 0 the powers of q cancel in the product, so f χ = y x, and

ε(q) = 1 − 4πx/(1 − yx).

This is the lemma `dielectric_eq`. Its proof first shows with `field_simp` that the two products agree, then rewrites and rearranges.

Now let x → −a and y → −c. The product yx tends to (−c)(−a) = ca, so the denominator tends to 1 − ca. If ca ≠ 1, this is nonzero and the quotient may be taken to the limit:

ε(q) → 1 − 4π(−a)/(1 − ca) = 1 + 4πa/(1 − ca).

The lemma `tendsto_dielectric` follows these lines. `hden` is the limit of the denominator, `hne` says that it is nonzero, and `h` combines them by the limit rules for quotients and differences. The closing `congr'` step replaces the expression in x and y by `dielectric`, which is allowed because the two agree for every q > 0.

## Bounded and long-range kernels

If |f(q)| ≤ B near zero, then

|q² f(q)| ≤ q² B → 0.

So y → 0, which is the case c = 0 of the general limit, and ε(q) → 1 + 4πa. In `bounded_kernel_limit` the limit of q² B is `hq`, and `squeeze_zero_norm'` carries it over to q² f(q).

For f(q) = −c/q² the product q² f(q) equals −c at every q > 0, so its limit is immediate. `long_range_limit` shows this with `field_simp` and applies the general lemma. In the main theorem the same kind of cancellation shows that χ(q) = −a q² satisfies `QuadraticResponse`, since χ(q)/q² is then constantly −a.

To compare the limits, note that c < 1/a and a > 0 give ca < 1, so 1 − ca is positive. Subtracting the RPA limit from the long-range one gives

4πa/(1 − ca) − 4πa = 4πa · ca/(1 − ca) > 0.

The code clears the positive denominator with `lt_div_iff₀`, which leaves 4πa(1 − ca) < 4πa. The two sides differ by 4πa · ca, whose positivity is recorded in `hpos`.

## Recovering the kernel from the dielectric constant

The formula for ε can be solved for y. From

ε − 1 = −4πx/(1 − yx)

one obtains, when x and ε − 1 are nonzero,

4π/(ε − 1) = −(1 − yx)/x = −1/x + y,

and therefore

y = 1/x + 4π/(ε − 1).

If x → −a ≠ 0 and ε → L ≠ 1, both terms on the right converge, and

q² f(q) → −1/a + 4π/(L − 1) = −c.

In `kernel_of_dielectric_limit` the algebra is the local statement `key`, the limit of the right-hand side is `hlim`, and `hval` identifies that limit with `-kernelStrength a L`. The solved formula is needed only for small q > 0, where x ≠ 0 and ε ≠ 1 because their limits are different from 0 and 1; the two `eventually_ne` terms supply this. The condition ε ≠ 1 also excludes points where 1 − fχ = 0, since Lean sets division by zero to zero and `dielectric` would equal 1 there.

It remains to see that the strength found in this way does produce L. Let a > 0 and L > 1 + 4πa. Then L − 1 > 4πa > 0, so

0 < 4π/(L − 1) < 1/a,

and subtracting from 1/a gives 0 < c < 1/a. Moreover,

1 − ca = 1 − (1 − 4πa/(L − 1)) = 4πa/(L − 1),

which is positive, so ca ≠ 1 and the long-range limit applies:

1 + 4πa/(1 − ca) = 1 + (L − 1) = L.

In `long_range_kernel_matches`, `hk` is the formula for 1 − ca and `hkpos` its positivity. The first two bullets of the proof establish the bounds on c; the third applies `long_range_limit` and simplifies the value to L.
